# The Hund value of J vanishes only for an empty shell, a full shell, or one electron short of half filling

Put $n$ electrons into a shell of orbital quantum number $l$, with $0 \le n \le 4l+2$, and assign $L$, $S$ and $J$ by Hund's rules. Then $J \ge 0$, and $J = 0$ exactly when $n = 0$, $n = 2l$ or $n = 4l+2$. For $l = 0$ the first two cases coincide.

## Filling the shell

A shell has $2l+1$ orbitals, labelled by the projection $m = l, l-1, \dots, -l$, and each can hold one spin-up and one spin-down electron. Hund's first two rules ask for the largest total spin and, after that, the largest total orbital angular momentum. The corresponding filling places spin-up electrons from $m = l$ down to $m = -l$, then spin-down electrons in the same order. The total projections of this configuration are taken as the values of $L$ and $S$.

The third rule fixes how $L$ and $S$ combine:

$$
J = \begin{cases} |L-S|, & n \le 2l,\\ L+S, & n > 2l. \end{cases}
$$

It stands for the spin-orbit coupling within the ground term, whose sign favours the smallest $J$ below half filling and the largest above it. At half filling, $n = 2l+1$, one has $L = 0$, so both expressions give $J = S$.

For a free ion in this model, a ground level with $J = 0$ is a single state and has no first-order Zeeman splitting. In an f shell ($l = 3$) this happens at $n = 6$, although $L$ and $S$ are both 3 there.

## L and S, one electron at a time

Write $L(n)$, $S(n)$ and $J(n)$ for the values at filling $n$. Up to half filling, $n \le 2l+1$, the claim is

$$
L(n) = \frac{n(2l+1-n)}{2}, \qquad S(n) = \frac n2 .
$$

Both vanish at $n = 0$. If they hold for some $n < 2l+1$, the next electron has spin up and $m = l-n$, so $S$ grows by $\tfrac12$ and

$$
L(n+1) = \frac{n(2l+1-n)}{2} + (l-n) = \frac{(n+1)(2l-n)}{2},
$$

which is the formula at $n+1$.

At $n = 2l+1$ this gives $L = 0$ and $S = (2l+1)/2$. Let $k$ now count the electrons beyond half filling. The next one has spin down and $m = l-k$. The orbital sum therefore repeats the same step from zero, while the spin falls by $\tfrac12$ each time:

$$
L(2l+1+k) = \frac{k(2l+1-k)}{2}, \qquad S(2l+1+k) = \frac{2l+1-k}{2}.
$$

## The factorised J and its zeros

For $n \le 2l$,

$$
L - S = \frac{n(2l+1-n)}{2} - \frac n2 = \frac{n(2l-n)}{2} \ge 0,
$$

so the absolute value changes nothing and $J = n(2l-n)/2$. This vanishes exactly at $n = 0$ and $n = 2l$.

For $n > 2l$, set $k = n-2l-1$. Then

$$
J = L+S = \frac{(k+1)(2l+1-k)}{2} = \frac{(n-2l)(4l+2-n)}{2}.
$$

The first factor is positive, and the second is nonnegative for $n \le 4l+2$, with its zero at $n = 4l+2$. This completes the argument.

Three consequences follow from the factorised forms.

- If $a + b = 2l$, then $J(a) = ab/2 = J(b)$.
- If $k \le 2l$, then $J(2l+k) = k(2l+2-k)/2 = J(k) + k$.
- The fillings $2l$ and $2l+2$ both have $L = S = l$, but $J = 0$ for the first and $J = 2l$ for the second.

## Ground multiplets in a program

A program for crystal-field levels often needs the ground multiplet of an ion as input. Storing $2J$ keeps everything in integers: it is $n(2l-n)$ for $n \le 2l$ and $(4l+2-n)(n-2l)$ otherwise. The matrix of the crystal field within the multiplet then has dimension $2J+1$. For an f shell with $n = 0, \dots, 14$ the values of $2J$ are

$$
0,\,5,\,8,\,9,\,8,\,5,\,0,\,7,\,12,\,15,\,16,\,15,\,12,\,7,\,0 .
$$

If the program also evaluates the Landé formula for the $g$ factor, the case $J = 0$ must be excluded there, because the formula divides by $J(J+1)$. The crystal-field matrix causes no such problem: for $J = 0$ it is $1 \times 1$ and shows no splitting. At $n = 2l$ with $l \ge 1$, field-induced mixing appears only when higher $J$ levels are included.

## What the Lean statement says

The natural numbers `l` and `n` are the orbital quantum number and the electron count. `orbitalM l k` and `spinM l k` are the projections of electron number `k`, counted from zero, in units of $\hbar$. In the spin-down half the orbital projection is written $3l+1-k$, which equals $l$ at $k = 2l+1$. `hundL` and `hundS` sum these projections over the first `n` electrons, and `hundJ` applies the third rule. All values are rational, so half-integers are exact and subtraction is ordinary subtraction.

The main theorem, `hundJ_nonneg_and_eq_zero_iff`, assumes `n ≤ 4 * l + 2` and concludes both that `hundJ l n` is nonnegative and that it is zero exactly at the listed fillings. The hypothesis is the capacity of the shell. The definitions also accept larger `n`, where they describe no physical filling and the formula for $J$ turns negative.

Hund's rules enter as definitions. The file contains no Hamiltonian, does not derive the energetic order of the terms or levels, and does not construct angular momentum eigenstates. The model is a single shell in LS coupling; strong spin-orbit coupling or a strong crystal field can make its ground-state assignment fail.

```lean
import Mathlib

open Finset

namespace HundVanishingJ

/-- Orbital projection of electron number `k` (counted from zero) in the Hund filling:
from `l` down to `-l` with spin up, then again from `l` downward with spin down. -/
def orbitalM (l k : ℕ) : ℚ :=
  if k < 2 * l + 1 then (l : ℚ) - k else 3 * (l : ℚ) + 1 - k

/-- Spin projection of electron number `k` (counted from zero) in the Hund filling:
up for the first `2l+1` electrons, down for the later ones. -/
def spinM (l k : ℕ) : ℚ :=
  if k < 2 * l + 1 then 1 / 2 else -1 / 2

/-- Hund value of `L`: the total orbital projection of the first `n` electrons. -/
def hundL (l n : ℕ) : ℚ := ∑ k ∈ range n, orbitalM l k

/-- Hund value of `S`: the total spin projection of the first `n` electrons. -/
def hundS (l n : ℕ) : ℚ := ∑ k ∈ range n, spinM l k

/-- Hund value of `J`: `|L - S|` for a shell less than half full, `L + S` otherwise. -/
def hundJ (l n : ℕ) : ℚ :=
  if n ≤ 2 * l then |hundL l n - hundS l n| else hundL l n + hundS l n

/-- Up to half filling, `L = n(2l+1-n)/2` and `S = n/2`. -/
theorem hund_LS_first_half (l n : ℕ) (h : n ≤ 2 * l + 1) :
    hundL l n = (n : ℚ) * (2 * l + 1 - n) / 2 ∧ hundS l n = (n : ℚ) / 2 := by
  induction n with
  | zero => simp [hundL, hundS]
  | succ n ih =>
    have hn : n < 2 * l + 1 := by omega
    obtain ⟨ihL, ihS⟩ := ih (by omega)
    unfold hundL at ihL ⊢
    unfold hundS at ihS ⊢
    -- the next electron has spin up and orbital projection l - n
    constructor
    · rw [Finset.sum_range_succ, ihL, orbitalM, if_pos hn]
      push_cast
      ring
    · rw [Finset.sum_range_succ, ihS, spinM, if_pos hn]
      push_cast
      ring

/-- With `k` electrons beyond half filling, `L = k(2l+1-k)/2` and `S = (2l+1-k)/2`. -/
theorem hund_LS_second_half (l k : ℕ) :
    hundL l (2 * l + 1 + k) = (k : ℚ) * (2 * l + 1 - k) / 2 ∧
      hundS l (2 * l + 1 + k) = (2 * (l : ℚ) + 1 - k) / 2 := by
  induction k with
  | zero =>
    obtain ⟨hL, hS⟩ := hund_LS_first_half l (2 * l + 1) le_rfl
    rw [Nat.add_zero, hL, hS]
    constructor <;> push_cast <;> ring
  | succ k ih =>
    have hk : ¬ (2 * l + 1 + k < 2 * l + 1) := by omega
    obtain ⟨ihL, ihS⟩ := ih
    unfold hundL at ihL ⊢
    unfold hundS at ihS ⊢
    rw [← Nat.add_assoc (2 * l + 1) k 1]
    -- the next electron has spin down and orbital projection l - k
    constructor
    · rw [Finset.sum_range_succ, ihL, orbitalM, if_neg hk]
      push_cast
      ring
    · rw [Finset.sum_range_succ, ihS, spinM, if_neg hk]
      push_cast
      ring

/-- For a shell less than half full, `J = n(2l-n)/2`. -/
theorem hundJ_less_than_half (l n : ℕ) (h : n ≤ 2 * l) :
    hundJ l n = (n : ℚ) * (2 * l - n) / 2 := by
  obtain ⟨hL, hS⟩ := hund_LS_first_half l n (by omega)
  have hq : (n : ℚ) ≤ 2 * l := by exact_mod_cast h
  have e : (n : ℚ) * (2 * l + 1 - n) / 2 - (n : ℚ) / 2 = (n : ℚ) * (2 * l - n) / 2 := by
    ring
  -- L is at least S here, so the absolute value can be dropped
  have h0 : 0 ≤ (n : ℚ) * (2 * l - n) / 2 :=
    div_nonneg (mul_nonneg (Nat.cast_nonneg n) (by linarith)) (by norm_num)
  rw [hundJ, if_pos h, hL, hS, e, abs_of_nonneg h0]

/-- For a shell at least half full, `J = (4l+2-n)(n-2l)/2`. -/
theorem hundJ_at_least_half (l n : ℕ) (h : 2 * l < n) :
    hundJ l n = (4 * (l : ℚ) + 2 - n) * (n - 2 * l) / 2 := by
  obtain ⟨k, rfl⟩ := Nat.exists_eq_add_of_le (show 2 * l + 1 ≤ n by omega)
  obtain ⟨hL, hS⟩ := hund_LS_second_half l k
  rw [hundJ, if_neg (not_le_of_gt h), hL, hS]
  push_cast
  ring

/-- For every filling `n ≤ 4l+2` of a shell the Hund value of `J` is nonnegative, and it
vanishes exactly for `n = 0`, `n = 2l` and `n = 4l+2`. -/
theorem hundJ_nonneg_and_eq_zero_iff (l n : ℕ) (hn : n ≤ 4 * l + 2) :
    0 ≤ hundJ l n ∧ (hundJ l n = 0 ↔ n = 0 ∨ n = 2 * l ∨ n = 4 * l + 2) := by
  have hnq : (n : ℚ) ≤ 4 * l + 2 := by exact_mod_cast hn
  rcases le_or_gt n (2 * l) with h | h
  · -- less than half full: the factors are n and 2l - n
    have hq : (n : ℚ) ≤ 2 * l := by exact_mod_cast h
    rw [hundJ_less_than_half l n h]
    refine ⟨div_nonneg (mul_nonneg (Nat.cast_nonneg n) (by linarith)) (by norm_num), ?_, ?_⟩
    · intro h0
      have h1 : (n : ℚ) * (2 * l - n) = 0 := by linarith
      rcases mul_eq_zero.mp h1 with h2 | h2
      · left
        exact_mod_cast h2
      · right; left
        have h3 : (n : ℚ) = 2 * l := by linarith
        exact_mod_cast h3
    · rintro (h1 | h1 | h1)
      · rw [h1]; simp
      · rw [h1]; push_cast; ring
      · omega
  · -- at least half full: the factors are 4l + 2 - n and n - 2l > 0
    have hq : 2 * (l : ℚ) < n := by exact_mod_cast h
    rw [hundJ_at_least_half l n h]
    refine ⟨div_nonneg (mul_nonneg (by linarith) (by linarith)) (by norm_num), ?_, ?_⟩
    · intro h0
      have h1 : (4 * (l : ℚ) + 2 - n) * (n - 2 * l) = 0 := by linarith
      rcases mul_eq_zero.mp h1 with h2 | h2
      · right; right
        have h3 : (n : ℚ) = 4 * l + 2 := by linarith
        exact_mod_cast h3
      · linarith
    · rintro (h1 | h1 | h1)
      · omega
      · omega
      · rw [h1]; push_cast; ring

/-- Two fillings whose electron numbers add up to `2l` have the same Hund value of `J`. -/
theorem hundJ_reflection (l a b : ℕ) (h : a + b = 2 * l) : hundJ l a = hundJ l b := by
  have hq : (a : ℚ) + b = 2 * l := by exact_mod_cast h
  rw [hundJ_less_than_half l a (by omega), hundJ_less_than_half l b (by omega), ← hq]
  ring

/-- Adding `2l` electrons to a shell that holds `k ≤ 2l` electrons raises the Hund value
of `J` by `k`. -/
theorem hundJ_shift (l k : ℕ) (h : k ≤ 2 * l) :
    hundJ l (2 * l + k) = hundJ l k + k := by
  rw [hundJ_less_than_half l k h]
  rcases Nat.eq_zero_or_pos k with h0 | h0
  · rw [h0, Nat.add_zero, hundJ_less_than_half l (2 * l) le_rfl]
    push_cast
    ring
  · rw [hundJ_at_least_half l (2 * l + k) (by omega)]
    push_cast
    ring

/-- The fillings `2l` and `2l+2` both have `L = S = l`, but `J = 0` for the first and
`J = 2l` for the second. -/
theorem hund_twins_around_half_filling (l : ℕ) :
    (hundL l (2 * l) = l ∧ hundS l (2 * l) = l ∧ hundJ l (2 * l) = 0) ∧
      (hundL l (2 * l + 2) = l ∧ hundS l (2 * l + 2) = l ∧
        hundJ l (2 * l + 2) = 2 * l) := by
  obtain ⟨hL, hS⟩ := hund_LS_first_half l (2 * l) (by omega)
  obtain ⟨hL', hS'⟩ := hund_LS_second_half l 1
  have e : 2 * l + 1 + 1 = 2 * l + 2 := by omega
  rw [e] at hL' hS'
  rw [hL, hS, hL', hS', hundJ_less_than_half l (2 * l) le_rfl,
    hundJ_at_least_half l (2 * l + 2) (by omega)]
  refine ⟨⟨?_, ?_, ?_⟩, ?_, ?_, ?_⟩ <;> push_cast <;> ring

end HundVanishingJ
```

```lean
#print axioms HundVanishingJ.hundJ_nonneg_and_eq_zero_iff
#print axioms HundVanishingJ.hundJ_reflection
#print axioms HundVanishingJ.hundJ_shift
#print axioms HundVanishingJ.hund_twins_around_half_filling
```

```
'HundVanishingJ.hundJ_nonneg_and_eq_zero_iff' depends on axioms: [propext, Classical.choice, Quot.sound]
'HundVanishingJ.hundJ_reflection' depends on axioms: [propext, Classical.choice, Quot.sound]
'HundVanishingJ.hundJ_shift' depends on axioms: [propext, Classical.choice, Quot.sound]
'HundVanishingJ.hund_twins_around_half_filling' depends on axioms: [propext, Classical.choice, Quot.sound]
```

## How the proof follows the derivation

`hund_LS_first_half` is the induction on `n`. `Finset.sum_range_succ` splits off the last electron, the induction hypothesis replaces the remaining sum, and `if_pos hn` selects the spin-up branch. The identity for $L(n+1)$ displayed above is then left to `ring`.

`hund_LS_second_half` is an induction on the number `k` of electrons beyond half filling. Its base case is the previous lemma at `2 * l + 1`, and its step uses `if_neg hk` to select the spin-down branch.

`hundJ_less_than_half` inserts the first pair of formulas into $|L-S|$. The equation `e` factorises the difference, `h0` shows that it is nonnegative, and `abs_of_nonneg` removes the absolute value. `hundJ_at_least_half` writes `n` as `2 * l + 1 + k`, inserts the second pair of formulas and finishes by algebra. It needs no upper bound on `n`.

The main theorem splits into `n ≤ 2 * l` and `2 * l < n` and rewrites $J$ as the matching product. Nonnegativity follows from the signs of the factors. For the zeros, `mul_eq_zero` says that one factor vanishes, and `exact_mod_cast` carries the resulting equation from the rationals back to natural numbers. Above $2l$, the factor $n-2l$ is positive, so `linarith` rules out its vanishing. In the converse direction, each listed filling either gives zero by substitution or contradicts the current range of `n`, which `omega` detects.

The remaining theorems use the same formulas. `hundJ_reflection` replaces $2l$ by $a+b$, which turns both sides into $ab/2$. `hundJ_shift` treats `k = 0` separately, because the filling `2 * l` still belongs to the lower branch of `hundJ`. `hund_twins_around_half_filling` evaluates the formulas at `2 * l` and, with one electron beyond half filling, at `2 * l + 2`.
